# Symmetric and antisymmetric projectors for two identical particles: traces, dimensions and partition functions

One particle has $d$ orthonormal levels labelled by a finite type `n`; a two-particle wave function is an array $\psi(i,j)$, with $i$ the level of the first particle and $j$ that of the second, and $(A\otimes B)_{(i,j),(k,l)} = A_{ik}B_{jl}$ is the Kronecker product `⊗ₖ` of one-particle matrices. The swap $F$ has $F_{(i,j),(k,l)} = 1$ when $(k,l) = (j,i)$ and $0$ otherwise, and $P_\pm = (1 \pm F)/2$.

```lean
import Mathlib

open Matrix
open scoped Kronecker

namespace TwoParticleSymmetry

noncomputable section

variable (n : Type*) [Fintype n] [DecidableEq n]

/-- The swap `F` exchanging the two particles, each with levels labelled by `n`. -/
def swapOp : Matrix (n × n) (n × n) ℂ := Matrix.of fun p q => if q = p.swap then 1 else 0

/-- The symmetrizer `P₊ = (1 + F)/2`. -/
def symProj : Matrix (n × n) (n × n) ℂ := (1 / 2 : ℂ) • (1 + swapOp n)

/-- The antisymmetrizer `P₋ = (1 - F)/2`. -/
def antiProj : Matrix (n × n) (n × n) ℂ := (1 / 2 : ℂ) • (1 - swapOp n)

/-- Two-boson wave functions: `ψ(j,i) = ψ(i,j)`. -/
def symSpace : Submodule ℂ (n × n → ℂ) where
  carrier := {ψ | ∀ i j, ψ (j, i) = ψ (i, j)}
  add_mem' := by
    intro a b ha hb i j
    show a (j, i) + b (j, i) = a (i, j) + b (i, j)
    rw [ha i j, hb i j]
  zero_mem' := fun _ _ => rfl
  smul_mem' := by
    intro c a ha i j
    show c * a (j, i) = c * a (i, j)
    rw [ha i j]

/-- Two-fermion wave functions: `ψ(j,i) = -ψ(i,j)`. -/
def antiSpace : Submodule ℂ (n × n → ℂ) where
  carrier := {ψ | ∀ i j, ψ (j, i) = -ψ (i, j)}
  add_mem' := by
    intro a b ha hb i j
    show a (j, i) + b (j, i) = -(a (i, j) + b (i, j))
    rw [ha i j, hb i j, neg_add]
  zero_mem' := fun _ _ => neg_zero.symm
  smul_mem' := by
    intro c a ha i j
    show c * a (j, i) = -(c * a (i, j))
    rw [ha i j, mul_neg]

/-- A one-particle operator acting on the first particle, `A ↦ A ⊗ 1`. -/
def onFirst : Matrix n n ℂ →+* Matrix (n × n) (n × n) ℂ where
  toFun A := A ⊗ₖ (1 : Matrix n n ℂ)
  map_one' := one_kronecker_one
  map_mul' A B := by rw [← mul_kronecker_mul, Matrix.mul_one]
  map_zero' := zero_kronecker _
  map_add' A B := add_kronecker _ _ _

/-- A one-particle operator acting on the second particle, `A ↦ 1 ⊗ A`. -/
def onSecond : Matrix n n ℂ →+* Matrix (n × n) (n × n) ℂ where
  toFun A := (1 : Matrix n n ℂ) ⊗ₖ A
  map_one' := one_kronecker_one
  map_mul' A B := by rw [← mul_kronecker_mul, Matrix.mul_one]
  map_zero' := kronecker_zero _
  map_add' A B := kronecker_add _ _ _

/-- Multiplying by `F` exchanges the particle labels of a row, a column or a wave function. -/
theorem swapOp_action :
    (∀ (M : Matrix (n × n) (n × n) ℂ) p q, (swapOp n * M) p q = M p.swap q) ∧
    (∀ (M : Matrix (n × n) (n × n) ℂ) p q, (M * swapOp n) p q = M p q.swap) ∧
    (∀ (ψ : n × n → ℂ) p, (swapOp n *ᵥ ψ) p = ψ p.swap) := by
  refine ⟨fun M p q => ?_, fun M p q => ?_, fun ψ p => ?_⟩
  · simp [swapOp, Matrix.mul_apply]
  · rw [Matrix.mul_apply, Finset.sum_eq_single q.swap]
    · simp [swapOp]
    · intro r _ hr
      have h : q ≠ r.swap := fun h => hr (by simp [h])
      simp [swapOp, h]
    · simp
  · simp [swapOp, Matrix.mulVec, dotProduct]

/-- `P₊` and `P₋` are Hermitian and idempotent, annihilate each other and sum to the identity. -/
theorem complementary_projectors :
    (symProj n).IsHermitian ∧ (antiProj n).IsHermitian ∧
    symProj n * symProj n = symProj n ∧ antiProj n * antiProj n = antiProj n ∧
    symProj n * antiProj n = 0 ∧ antiProj n * symProj n = 0 ∧ symProj n + antiProj n = 1 := by
  have hF : swapOp n * swapOp n = 1 := by
    ext p q
    rw [(swapOp_action n).1]
    simp only [swapOp, of_apply, Prod.swap_swap, one_apply]
    by_cases h : p = q
    · simp [h]
    · simp [h, Ne.symm h]
  have hH : (swapOp n)ᴴ = swapOp n := by
    ext p q
    by_cases h : q = p.swap
    · subst h
      simp [swapOp]
    · have h' : p ≠ q.swap := fun h' => h (by simp [h'])
      simp [swapOp, h, h']
  have hs : star (1 / 2 : ℂ) = 1 / 2 := by simp
  refine ⟨?_, ?_, ?_, ?_, ?_, ?_, ?_⟩
  · rw [IsHermitian, symProj, conjTranspose_smul, conjTranspose_add, conjTranspose_one, hH, hs]
  · rw [IsHermitian, antiProj, conjTranspose_smul, conjTranspose_sub, conjTranspose_one, hH, hs]
  -- expand and use F² = 1
  all_goals
    simp only [symProj, antiProj, Matrix.smul_mul, Matrix.mul_smul, Matrix.add_mul,
      Matrix.mul_add, Matrix.sub_mul, Matrix.mul_sub, Matrix.one_mul, Matrix.mul_one, hF]
    module

/-- `P₊` projects onto the symmetric and `P₋` onto the antisymmetric wave functions. -/
theorem isProj_spaces :
    LinearMap.IsProj (symSpace n) (toLin' (symProj n)) ∧
    LinearMap.IsProj (antiSpace n) (toLin' (antiProj n)) := by
  have hv := (swapOp_action n).2.2
  have hp : ∀ (ψ : n × n → ℂ) i j, toLin' (symProj n) ψ (i, j) = (ψ (i, j) + ψ (j, i)) / 2 := by
    intro ψ i j
    rw [symProj, _root_.map_smul, _root_.map_add, toLin'_one]
    simp only [LinearMap.smul_apply, LinearMap.add_apply, LinearMap.id_apply, toLin'_apply,
      Pi.smul_apply, Pi.add_apply, hv, smul_eq_mul, Prod.swap_prod_mk]
    ring
  have hm : ∀ (ψ : n × n → ℂ) i j, toLin' (antiProj n) ψ (i, j) = (ψ (i, j) - ψ (j, i)) / 2 := by
    intro ψ i j
    rw [antiProj, _root_.map_smul, _root_.map_sub, toLin'_one]
    simp only [LinearMap.smul_apply, LinearMap.sub_apply, LinearMap.id_apply, toLin'_apply,
      Pi.smul_apply, Pi.sub_apply, hv, smul_eq_mul, Prod.swap_prod_mk]
    ring
  refine ⟨⟨fun ψ i j => ?_, fun ψ hψ => ?_⟩, ⟨fun ψ i j => ?_, fun ψ hψ => ?_⟩⟩
  · rw [hp ψ j i, hp ψ i j]; ring
  · funext ⟨i, j⟩
    have h : ψ (j, i) = ψ (i, j) := hψ i j
    rw [hp, h]; ring
  · rw [hm ψ j i, hm ψ i j]; ring
  · funext ⟨i, j⟩
    have h : ψ (j, i) = -ψ (i, j) := hψ i j
    rw [hm, h]; ring

variable {n}

/-- The Hamiltonian `H ⊗ 1 + 1 ⊗ H` of two non-interacting identical particles. -/
def pairHam (H : Matrix n n ℂ) : Matrix (n × n) (n × n) ℂ := onFirst n H + onSecond n H

/-- The Boltzmann operator `exp(-βH)`. -/
def gibbs (β : ℝ) (H : Matrix n n ℂ) : Matrix n n ℂ := NormedSpace.exp ((-(β : ℂ)) • H)

/-- The two-boson partition function `Tr(P₊ exp(-β(H ⊗ 1 + 1 ⊗ H)))`. -/
def bosonZ (β : ℝ) (H : Matrix n n ℂ) : ℂ := trace (symProj n * gibbs β (pairHam H))

/-- The two-fermion partition function `Tr(P₋ exp(-β(H ⊗ 1 + 1 ⊗ H)))`. -/
def fermionZ (β : ℝ) (H : Matrix n n ℂ) : ℂ := trace (antiProj n * gibbs β (pairHam H))

/-- `P₊` and `P₋` commute with `A ⊗ A` and with `A ⊗ 1 + 1 ⊗ A` for every one-particle `A`. -/
theorem commute_identical (A : Matrix n n ℂ) :
    Commute (symProj n) (A ⊗ₖ A) ∧ Commute (antiProj n) (A ⊗ₖ A) ∧
    Commute (symProj n) (pairHam A) ∧ Commute (antiProj n) (pairHam A) := by
  obtain ⟨h1, h2, -⟩ := swapOp_action n
  have hA : Commute (swapOp n) (A ⊗ₖ A) := by
    show swapOp n * (A ⊗ₖ A) = (A ⊗ₖ A) * swapOp n
    ext ⟨i, j⟩ ⟨k, l⟩
    rw [h1, h2]
    exact mul_comm (A j k) (A i l)
  have hB : Commute (swapOp n) (pairHam A) := by
    show swapOp n * pairHam A = pairHam A * swapOp n
    ext ⟨i, j⟩ ⟨k, l⟩
    rw [h1, h2]
    show A j k * (1 : Matrix n n ℂ) i l + (1 : Matrix n n ℂ) j k * A i l
      = A i l * (1 : Matrix n n ℂ) j k + (1 : Matrix n n ℂ) i l * A j k
    ring
  exact ⟨((Commute.one_left _).add_left hA).smul_left _,
    ((Commute.one_left _).sub_left hA).smul_left _,
    ((Commute.one_left _).add_left hB).smul_left _,
    ((Commute.one_left _).sub_left hB).smul_left _⟩

/-- Trace formula: `Tr(P± (A ⊗ A)) = ((Tr A)² ± Tr A²)/2` for every one-particle operator `A`. -/
theorem trace_proj_kronecker (A : Matrix n n ℂ) :
    trace (symProj n * (A ⊗ₖ A)) = (trace A ^ 2 + trace (A ^ 2)) / 2 ∧
    trace (antiProj n * (A ⊗ₖ A)) = (trace A ^ 2 - trace (A ^ 2)) / 2 := by
  -- the exchange term
  have hF : trace (swapOp n * (A ⊗ₖ A)) = trace (A ^ 2) :=
    calc trace (swapOp n * (A ⊗ₖ A)) = ∑ i, ∑ j, A i j * A j i := by
          rw [Matrix.trace, Fintype.sum_prod_type]
          refine Finset.sum_congr rfl fun i _ => Finset.sum_congr rfl fun j _ => ?_
          exact ((swapOp_action n).1 (A ⊗ₖ A) (i, j) (i, j)).trans (mul_comm (A j i) (A i j))
      _ = trace (A ^ 2) := by simp only [pow_two, Matrix.trace, diag_apply, Matrix.mul_apply]
  constructor
  · rw [symProj, Matrix.smul_mul, Matrix.add_mul, Matrix.one_mul, trace_smul, trace_add,
      trace_kronecker, hF, smul_eq_mul]
    ring
  · rw [antiProj, Matrix.smul_mul, Matrix.sub_mul, Matrix.one_mul, trace_smul, trace_sub,
      trace_kronecker, hF, smul_eq_mul]
    ring

/-- With `d` one-particle levels the two-boson space has dimension `d(d+1)/2` and the
two-fermion space dimension `(d² - d)/2`. -/
theorem dimensions :
    2 * Module.finrank ℂ (symSpace n) = Fintype.card n * (Fintype.card n + 1) ∧
    2 * Module.finrank ℂ (antiSpace n) + Fintype.card n = Fintype.card n ^ 2 := by
  -- the trace of a projection is the dimension of its range
  have hs := (isProj_spaces n).1.trace
  have ha := (isProj_spaces n).2.trace
  rw [Matrix.trace_toLin'_eq] at hs ha
  obtain ⟨ts, ta⟩ := trace_proj_kronecker (1 : Matrix n n ℂ)
  rw [one_kronecker_one, Matrix.mul_one, one_pow, trace_one] at ts ta
  constructor
  · have : 2 * (Module.finrank ℂ (symSpace n) : ℂ)
        = (Fintype.card n : ℂ) * (Fintype.card n + 1) := by rw [← hs, ts]; ring
    exact_mod_cast this
  · have : 2 * (Module.finrank ℂ (antiSpace n) : ℂ) + Fintype.card n
        = (Fintype.card n : ℂ) ^ 2 := by rw [← ha, ta]; ring
    exact_mod_cast this

/-- The Boltzmann operator of the non-interacting pair is `exp(-βH) ⊗ exp(-βH)`. -/
theorem gibbs_pairHam (β : ℝ) (H : Matrix n n ℂ) :
    gibbs β (pairHam H) = gibbs β H ⊗ₖ gibbs β H := by
  have c1 : Continuous (onFirst n) := continuous_matrix fun p q => by
    show Continuous fun A : Matrix n n ℂ => A p.1 q.1 * (1 : Matrix n n ℂ) p.2 q.2
    exact (continuous_id.matrix_elem p.1 q.1).mul continuous_const
  have c2 : Continuous (onSecond n) := continuous_matrix fun p q => by
    show Continuous fun A : Matrix n n ℂ => (1 : Matrix n n ℂ) p.1 q.1 * A p.2 q.2
    exact continuous_const.mul (continuous_id.matrix_elem p.2 q.2)
  have h1 : ∀ X, onFirst n (NormedSpace.exp X) = NormedSpace.exp (onFirst n X) := fun X =>
    open scoped Matrix.Norms.Operator in NormedSpace.map_exp (onFirst n) c1 X
  have h2 : ∀ X, onSecond n (NormedSpace.exp X) = NormedSpace.exp (onSecond n X) := fun X =>
    open scoped Matrix.Norms.Operator in NormedSpace.map_exp (onSecond n) c2 X
  have hc : ∀ X, Commute (onFirst n X) (onSecond n X) := fun X => by
    show (X ⊗ₖ (1 : Matrix n n ℂ)) * ((1 : Matrix n n ℂ) ⊗ₖ X)
      = ((1 : Matrix n n ℂ) ⊗ₖ X) * (X ⊗ₖ (1 : Matrix n n ℂ))
    simp only [← mul_kronecker_mul, Matrix.one_mul, Matrix.mul_one]
  have e : ∀ c : ℂ, c • pairHam H = onFirst n (c • H) + onSecond n (c • H) := fun c => by
    show c • (H ⊗ₖ (1 : Matrix n n ℂ) + (1 : Matrix n n ℂ) ⊗ₖ H)
      = (c • H) ⊗ₖ (1 : Matrix n n ℂ) + (1 : Matrix n n ℂ) ⊗ₖ (c • H)
    rw [smul_add, smul_kronecker, kronecker_smul]
  rw [gibbs, e, Matrix.exp_add_of_commute _ _ (hc _), ← h1, ← h2]
  show (gibbs β H ⊗ₖ (1 : Matrix n n ℂ)) * ((1 : Matrix n n ℂ) ⊗ₖ gibbs β H) = _
  rw [← mul_kronecker_mul, Matrix.one_mul, Matrix.mul_one]

/-- With `Z(β) = Tr exp(-βH)`, the pair partition functions are `(Z(β)² ± Z(2β))/2`,
plus for bosons and minus for fermions. -/
theorem partition_functions (β : ℝ) (H : Matrix n n ℂ) :
    bosonZ β H = (trace (gibbs β H) ^ 2 + trace (gibbs (2 * β) H)) / 2 ∧
    fermionZ β H = (trace (gibbs β H) ^ 2 - trace (gibbs (2 * β) H)) / 2 := by
  have e : (-((2 * β : ℝ) : ℂ)) • H = (-(β : ℂ)) • H + (-(β : ℂ)) • H := by
    rw [← add_smul]; congr 1; push_cast; ring
  have h2 : gibbs (2 * β) H = gibbs β H ^ 2 := by
    rw [gibbs, e, Matrix.exp_add_of_commute _ _ (Commute.refl _), pow_two, gibbs]
  rw [bosonZ, fermionZ, gibbs_pairHam, h2]
  exact trace_proj_kronecker _

/-- For a diagonal Hamiltonian with levels `ε`, the boson partition function sums
`exp(-β(εᵢ + εⱼ))` over pairs `i ≤ j` and the fermion one over pairs `i < j`. -/
theorem partition_levels {d : ℕ} (β : ℝ) (ε : Fin d → ℝ) :
    bosonZ β (diagonal fun i => (ε i : ℂ)) = ∑ i, ∑ j ∈ Finset.univ.filter (fun j => i ≤ j),
      Complex.exp (-(β : ℂ) * ((ε i : ℂ) + ε j)) ∧
    fermionZ β (diagonal fun i => (ε i : ℂ)) = ∑ i, ∑ j ∈ Finset.univ.filter (fun j => i < j),
      Complex.exp (-(β : ℂ) * ((ε i : ℂ) + ε j)) := by
  obtain ⟨x, hx⟩ : ∃ x : Fin d → ℂ, ∀ i, x i = Complex.exp (-(β : ℂ) * ε i) :=
    ⟨fun i => Complex.exp (-(β : ℂ) * ε i), fun _ => rfl⟩
  have hxx : ∀ i j, Complex.exp (-(β : ℂ) * ((ε i : ℂ) + ε j)) = x i * x j := fun i j => by
    rw [hx i, hx j, ← Complex.exp_add, mul_add]
  have hg : gibbs β (diagonal fun i => (ε i : ℂ)) = diagonal x := by
    rw [gibbs, ← diagonal_smul, Matrix.exp_diagonal]
    congr 1
    funext i
    rw [hx, Complex.exp_eq_exp_ℂ]
    exact Pi.coe_exp _ i
  have t2 : trace (diagonal x ^ 2) = ∑ i, x i * x i := by
    rw [pow_two, diagonal_mul_diagonal, trace_diagonal]
  -- split the double sum into i < j, j < i and i = j
  have hgt : ∑ i, ∑ j, (if j < i then x i * x j else 0)
      = ∑ i, ∑ j, (if i < j then x i * x j else 0) :=
    Finset.sum_comm.trans (Finset.sum_congr rfl fun i _ => Finset.sum_congr rfl fun j _ => by
      rw [mul_comm (x j)])
  have hd : ∑ i, x i * x i = ∑ i, ∑ j, (if i = j then x i * x j else 0) := by simp
  have hsq : (∑ i, x i) ^ 2 = ∑ i, ∑ j, (if i < j then x i * x j else 0)
      + ∑ i, ∑ j, (if j < i then x i * x j else 0) + ∑ i, x i * x i := by
    rw [hd, pow_two, Finset.sum_mul_sum]
    simp only [← Finset.sum_add_distrib]
    refine Finset.sum_congr rfl fun i _ => Finset.sum_congr rfl fun j _ => ?_
    rcases lt_trichotomy i j with h | h | h
    · simp [h, h.ne, lt_asymm h]
    · simp [h]
    · simp [h, h.ne', lt_asymm h]
  have hle : ∑ i, ∑ j, (if i ≤ j then x i * x j else 0)
      = ∑ i, ∑ j, (if i < j then x i * x j else 0) + ∑ i, x i * x i := by
    rw [hd]
    simp only [← Finset.sum_add_distrib]
    refine Finset.sum_congr rfl fun i _ => Finset.sum_congr rfl fun j _ => ?_
    rcases lt_trichotomy i j with h | h | h
    · simp [h, h.le, h.ne]
    · simp [h]
    · simp [h.ne', lt_asymm h, not_le.mpr h]
  rw [bosonZ, fermionZ, gibbs_pairHam, hg, (trace_proj_kronecker _).1,
    (trace_proj_kronecker _).2, t2, trace_diagonal]
  simp only [hxx, Finset.sum_filter]
  constructor
  · linear_combination (1 / 2) * hsq + (1 / 2) * hgt - hle
  · linear_combination (1 / 2) * hsq + (1 / 2) * hgt

end

end TwoParticleSymmetry
```

```lean
#print axioms TwoParticleSymmetry.commute_identical
#print axioms TwoParticleSymmetry.dimensions
#print axioms TwoParticleSymmetry.partition_functions
#print axioms TwoParticleSymmetry.partition_levels
```

```
'TwoParticleSymmetry.commute_identical' depends on axioms: [propext, Classical.choice, Quot.sound]
'TwoParticleSymmetry.dimensions' depends on axioms: [propext, Classical.choice, Quot.sound]
'TwoParticleSymmetry.partition_functions' depends on axioms: [propext, Classical.choice, Quot.sound]
'TwoParticleSymmetry.partition_levels' depends on axioms: [propext, Classical.choice, Quot.sound]
```

## What the theorems say

The matrices $F$, $P_+$, $P_-$ are `swapOp`, `symProj` and `antiProj`. The subspaces `symSpace` ($\mathrm{Sym}$) and `antiSpace` ($\mathrm{Anti}$) are defined without reference to $F$, by $\psi(j,i) = \psi(i,j)$ and $\psi(j,i) = -\psi(i,j)$ for all $i, j$. For a one-particle matrix $H$, `pairHam H` is $H_2 = H\otimes 1 + 1\otimes H$, assembled from `onFirst` and `onSecond`. For real $\beta$, `gibbs β H` is the matrix exponential $e^{-\beta H}$, and `bosonZ`, `fermionZ` are $Z_\pm(\beta) = \mathrm{Tr}(P_\pm e^{-\beta H_2})$.

- `complementary_projectors`: $P_\pm^\dagger = P_\pm$, $P_\pm^2 = P_\pm$, $P_+P_- = P_-P_+ = 0$, $P_+ + P_- = 1$.
- `isProj_spaces`: $P_+$ maps every $\psi$ into $\mathrm{Sym}$ and fixes the elements of $\mathrm{Sym}$; likewise $P_-$ and $\mathrm{Anti}$.
- `commute_identical`: $P_\pm$ commute with $A\otimes A$ and with $A\otimes 1 + 1\otimes A$ for every complex $A$.
- `trace_proj_kronecker`: for every complex $A$,
$$\mathrm{Tr}\big(P_\pm (A\otimes A)\big) = \tfrac12\big[(\mathrm{Tr}A)^2 \pm \mathrm{Tr}(A^2)\big].$$
- `dimensions`: $2\dim\mathrm{Sym} = d(d+1)$ and $2\dim\mathrm{Anti} + d = d^2$, with $d$ = `Fintype.card n`. These are equations between natural numbers, arranged to need neither division nor subtraction.
- `gibbs_pairHam`: $e^{-\beta H_2} = e^{-\beta H}\otimes e^{-\beta H}$.
- `partition_functions`: with $Z(\beta) = \mathrm{Tr}\,e^{-\beta H}$, $Z_\pm(\beta) = \tfrac12[Z(\beta)^2 \pm Z(2\beta)]$.
- `partition_levels`: for levels `Fin d` and $H = \mathrm{diag}(\varepsilon_i)$ with real $\varepsilon_i$,
$$Z_+ = \sum_{i\le j} e^{-\beta(\varepsilon_i+\varepsilon_j)},\qquad Z_- = \sum_{i<j} e^{-\beta(\varepsilon_i+\varepsilon_j)}.$$

## The physics encoded

The label $i$ carries all one-particle quantum numbers, spin included, so for electrons `n` lists spin-orbitals. That bosons live in $\mathrm{Sym}$ and fermions in $\mathrm{Anti}$ is an assignment made in the definitions and not derived. The parameter $\beta$ is the inverse temperature in units of inverse energy, although any real value is accepted. Only the last theorem requires real energies: elsewhere $H$ is an arbitrary complex matrix and the $Z_\pm$ are complex numbers. The order in $i\le j$ is that of the labels, not of the energies, and degenerate levels are allowed.

For two non-interacting particles in a finite basis, $Z(\beta)^2/2$ is the Boltzmann count with the factor $1/2!$, and $\pm Z(2\beta)/2$ is the exchange term, which gives the states with both particles in one level their full weight for bosons and removes them for fermions. The dimension $d(d-1)/2$ is the size of the two-electron space in a finite basis of $d$ spin-orbitals. The dimension count involves no Hamiltonian, whereas the partition formulas rest on the form of $H_2$ and do not cover an interaction term, three or more particles, or infinitely many levels.

## Why it is true

Multiplying by $F$ only relabels. For a two-particle matrix $M$, index pairs $p, q$ and $\bar p$ the pair $p$ reversed, the sum over the intermediate pair has one surviving term:
$$(FM)_{p,q} = M_{\bar p,q},\qquad (MF)_{p,q} = M_{p,\bar q},\qquad (F\psi)(p) = \psi(\bar p).$$
This is `swapOp_action`; its middle part isolates the term with `Finset.sum_eq_single q.swap`.

Taking $M = F$ gives $F^2 = 1$ (`hF`). The entries of $F$ are real, and $q = \bar p$ is equivalent to $p = \bar q$, so $F^\dagger = F$ (`hH`) and $P_\pm$ are Hermitian. Then
$$P_\pm^2 = \tfrac14(1 \pm 2F + F^2) = P_\pm,\qquad P_+P_- = P_-P_+ = \tfrac14(1 - F^2) = 0 .$$
The `simp only` call expands the products and inserts `hF`, and `module` collects the coefficients of $1$ and $F$.

On wave functions $(P_\pm\psi)(i,j) = \tfrac12[\psi(i,j)\pm\psi(j,i)]$, which is `hp` and `hm`. Exchanging $i$ and $j$ multiplies this by $\pm1$, and if $\psi(j,i) = \pm\psi(i,j)$ already holds it equals $\psi(i,j)$. These are the four goals closing `isProj_spaces`.

For commutation, compare entries at $(i,j),(k,l)$:
$$[F(A\otimes A)]_{(i,j),(k,l)} = A_{jk}A_{il},\qquad [(A\otimes A)F]_{(i,j),(k,l)} = A_{il}A_{jk}.$$
They agree by `mul_comm` (`hA`). For $A\otimes1+1\otimes A$ the two sides are $A_{jk}\delta_{il}+\delta_{jk}A_{il}$ and $A_{il}\delta_{jk}+\delta_{il}A_{jk}$, equal by `ring` (`hB`). Commutation passes from $1$ and $F$ to $(1\pm F)/2$ by linearity.

The trace formula needs the exchange term:
$$\mathrm{Tr}\big(F(A\otimes A)\big) = \sum_{i,j}(A\otimes A)_{(j,i),(i,j)} = \sum_{i,j}A_{ij}A_{ji} = \mathrm{Tr}(A^2),$$
which is the `calc` block. The direct term is $\mathrm{Tr}(A\otimes A) = (\mathrm{Tr}A)^2$ by `trace_kronecker`, and half the sum or difference is the result.

With $A = 1$ the formula reads $\mathrm{Tr}P_\pm = (d^2\pm d)/2$ (`ts`, `ta`). A projection onto a subspace has trace equal to the dimension of that subspace (`hs`, `ha`), and `exact_mod_cast` carries the equations from $\mathbb C$ to the natural numbers.

For the exponential put $X = -\beta H$, so $-\beta H_2 = X\otimes1 + 1\otimes X$ (`e`). The two terms commute, both products being $X\otimes X$ (`hc`), so the exponential factorises by `Matrix.exp_add_of_commute`. Since $(X\otimes1)^m = X^m\otimes1$ for every power $m$, the series sums to $e^{X\otimes1} = e^X\otimes1$. In Lean, `onFirst` is a ring homomorphism, `c1` shows it continuous, and `NormedSpace.map_exp` moves it through the series; `onSecond` is treated alike. The product $(e^X\otimes1)(1\otimes e^X)$ is $e^X\otimes e^X$. Now set $A = e^{-\beta H}$ in the trace formula; $A^2 = e^{-2\beta H}$ (`h2` in `partition_functions`) turns $\mathrm{Tr}(A^2)$ into $Z(2\beta)$.

For diagonal $H$, $e^{-\beta H} = \mathrm{diag}(x_i)$ with $x_i = e^{-\beta\varepsilon_i}$ (`hg`), and $x_ix_j = e^{-\beta(\varepsilon_i+\varepsilon_j)}$ (`hxx`). Let $S = \sum_{i<j}x_ix_j$ and $D = \sum_i x_i^2 = \mathrm{Tr}(A^2)$ (`t2`). Splitting $(\sum_i x_i)^2$ into $i<j$, $j<i$, $i=j$ (`hsq`) and renaming indices in the middle part (`hgt`) gives $2S + D$. Hence $Z_+ = \tfrac12(2S+2D) = S + D$, the sum over $i\le j$ by `hle`, and $Z_- = S$. The two `linear_combination` calls perform this arithmetic.

## Smallest sizes

With no levels every dimension and trace is $0$. For $d = 1$, $F = 1$, the dimensions are $1$ and $0$, $Z_+ = e^{-2\beta\varepsilon_0}$ and $Z_- = 0$: two fermions do not fit in one level. For $d = 2$ the dimensions are $3$ and $1$, with $\mathrm{Anti}$ spanned by the normalised $\psi(0,1) = -\psi(1,0) = 1/\sqrt2$, $\psi(0,0) = \psi(1,1) = 0$. If the two levels are the spin-up and spin-down spin-orbitals of a single orbital, this is the singlet, the only state open to two electrons there; the triplet spin functions are symmetric and need an antisymmetric orbital factor, hence a second orbital. For any two levels, $Z_- = e^{-\beta(\varepsilon_0+\varepsilon_1)}$ and $Z_+ = e^{-2\beta\varepsilon_0}+e^{-\beta(\varepsilon_0+\varepsilon_1)}+e^{-2\beta\varepsilon_1}$.

## Another modelling

One could define $Z_\pm$ by restricting $H_2$ to $\mathrm{Sym}$ or $\mathrm{Anti}$ and tracing the exponential over that subspace alone. This is closer to the idea that only those states exist, but the definition itself would need a proof that $H_2$ preserves the subspace, for which `commute_identical` and `isProj_spaces` supply the ingredients, and a further step relating the restricted trace to a trace of $d^2\times d^2$ matrices. The file works on the full space with $P_\pm$ inserted, and the agreement of the two definitions, expected because $P_\pm$ commute with $H_2$, is not among its theorems.
